# With a real Hamiltonian and a real rotation matrix, an energy eigenstate with a non-real rotation eigenvalue is degenerate with its complex conjugate

## Conjugate species and their energies

Let $U$ be a rotation of a molecule about an $n$-fold axis and $H$ its Hamiltonian. A state $v$ belongs to the symmetry species $w$ if $Uv = wv$, where $w$ is a complex number. The conjugate state $\bar v$ has the complex conjugates of the amplitudes of $v$, and the conjugate species has the eigenvalue $\bar w$. Character tables of cyclic groups list the species with non-real $w$ in conjugate pairs, bracketed under one symbol. Must the two members of a pair have the same energy?

They must if $H$ and $U$ are real matrices and $w$ is not real. Reality of $H$ stands for time-reversal symmetry of spinless electrons: there is no magnetic field and no spin–orbit coupling. In a finite real-matrix model, such as Hückel theory of a ring, each energy eigenstate of one species in a bracketed pair then has a partner of the same energy in the other.

The letter $E$ below is always an energy, never the Mulliken symbol or the identity operation. The eigenvalue $w$ is often written $\varepsilon$ or $\omega$ in textbooks, and $U$ is usually called $C_n$.

## What is assumed and what follows

The amplitudes are indexed by a finite set `ι`, the basis orbitals or sites. `H` and `U` are real square matrices, and `complexify` lets them act on complex amplitudes. `conjState v` is $\bar v$. The hypotheses are $v \neq 0$, $Hv = Ev$ with `E` real, $Uv = wv$, and `w.im ≠ 0`.

- `conjugate_partner` states that $H\bar v = E\bar v$, that $U\bar v = \bar w\bar v$, and that $v$ and $\bar v$ are linearly independent over the complex numbers.
- `two_le_degeneracy` states that the complex eigenspace of $H$ at $E$ has dimension at least 2. This dimension, `Module.finrank`, is the degeneracy.
- `real_partners` states that the real and imaginary parts of $v$ are linearly independent real states of energy $E$.
- `cyclic_degeneracy` replaces the condition on the imaginary part by $U^n = 1$ with $n \neq 0$, $w \neq 1$ and $w \neq -1$. For $n = 1$ or $2$ no such $w$ exists.

$H$ need not be symmetric, so the reality of $E$ is a separate hypothesis; for a symmetric $H$ it is automatic. Nor need $U$ be orthogonal or commute with $H$: one common eigenvector suffices. In a molecule, commutation is the usual reason why such eigenvectors exist.

The step left to the user is the passage from the molecule to the matrices. Without a magnetic field or spin–orbit coupling, a finite orthonormal basis of real orbitals that the rotation maps into its own span is sufficient to make both matrices real.

## The conjugate state has the same energy

Let $A$ be a real matrix with $Av = wv$, that is, $\sum_j A_{ij}v_j = w v_i$ for every $i$. Conjugating and using $\bar A_{ij} = A_{ij}$ gives
$$\sum_j A_{ij}\bar v_j = \bar w\,\bar v_i .$$
For $A = U$ this is $U\bar v = \bar w\bar v$. For $A = H$ the eigenvalue is real, so $H\bar v = E\bar v$.

It remains to show that $\bar v$ is not a multiple of $v$. Suppose $sv + t\bar v = 0$ with complex $s$ and $t$. Applying $U$ gives
$$s w v + t\bar w\bar v = 0 .$$
Subtracting $\bar w$ times the original relation leaves $s(w - \bar w)v = 0$. Since $w \neq \bar w$ and $v \neq 0$, $s = 0$. Then $t\bar v = 0$ with $\bar v \neq 0$, so $t = 0$. The eigenspace at $E$ thus contains two independent vectors, and its dimension is at least 2.

## Two real orbitals in place of the complex pair

Write $v = x + iy$ and $w = a + ib$ with real $x, y, a, b$. Separating $Av = wv$ into real and imaginary parts gives
$$Ax = ax - by, \qquad Ay = bx + ay .$$
For $A = H$ we have $a = E$ and $b = 0$, so $x$ and $y$ both have energy $E$. For $A = U$ the two real states are mixed through $a$ and $b$.

They are independent because, for real $s$ and $t$,
$$2(sx + ty) = (s - it)v + (s + it)\bar v .$$
If the left side vanishes, the independence of $v$ and $\bar v$ gives $s - it = 0$, hence $s = t = 0$.

## Which species of a cyclic group are degenerate

Repeated application of $U$ gives $U^k v = w^k v$. If $U^n = 1$, then $(w^n - 1)v = 0$, so $w^n = 1$ and, as $n \neq 0$, $|w| = 1$. A real number of modulus one is $1$ or $-1$. Any other $w$ has a nonzero imaginary part, and its level is at least twofold degenerate.

## The square ring

Number the sites $0,1,2,3$, with site energy $\alpha$ and hopping $\beta$ between neighbours. The quarter turn acts as $(Uv)_j = v_{j+1}$, with indices modulo 4. Take $v = (1, i, -1, -i)$, whose normalised form is $\tfrac12 v$. The two neighbours of each site have opposite amplitudes, so the hopping terms cancel and $Hv = \alpha v$. Each amplitude is $i$ times the preceding one, so $Uv = iv$. Four quarter turns give the identity, and all the hypotheses are met. The real partners, normalised, are $(1,0,-1,0)/\sqrt2$ and $(0,1,0,-1)/\sqrt2$.

With no condition on $w$ the conclusion would fail. The uniform state $(1,1,1,1)$, normalised by the factor $\tfrac12$, has $w = 1$ and energy $\alpha + 2\beta$. Let $\beta \neq 0$ and let $u$ be any state of that energy. After $\alpha$ cancels, the site equations are
$$\begin{aligned}
\beta(u_1+u_3) &= 2\beta u_0, & \beta(u_0+u_2) &= 2\beta u_1,\\
\beta(u_1+u_3) &= 2\beta u_2, & \beta(u_0+u_2) &= 2\beta u_3 .
\end{aligned}$$
The left pair gives $u_0 = u_2$ and the right pair $u_1 = u_3$. The first equation then gives $u_1 = u_0$, so $u$ is a multiple of the uniform state and the level is simple.

## The Lean file

```lean
import Mathlib

open Matrix ComplexConjugate

namespace ConjugateSpecies

variable {ι : Type*} [Fintype ι]

/-- A real matrix regarded as an operator on complex amplitudes. -/
def complexify {κ : Type*} (A : Matrix κ κ ℝ) : Matrix κ κ ℂ := A.map Complex.ofRealHom

/-- The state whose amplitudes are the complex conjugates of those of `v`. -/
def conjState {κ : Type*} (v : κ → ℂ) : κ → ℂ := fun i => conj (v i)

/-- The real parts of the amplitudes of `v`. -/
def rePart {κ : Type*} (v : κ → ℂ) : κ → ℝ := fun i => (v i).re

/-- The imaginary parts of the amplitudes of `v`. -/
def imPart {κ : Type*} (v : κ → ℂ) : κ → ℝ := fun i => (v i).im

/-- If `v` is a state with eigenvalue `w` of a real matrix, the conjugate state has
eigenvalue `conj w`. -/
theorem conjState_eigen {A : Matrix ι ι ℝ} {v : ι → ℂ} {w : ℂ}
    (h : complexify A *ᵥ v = w • v) :
    complexify A *ᵥ conjState v = conj w • conjState v := by
  ext i
  have hi := congrArg (starRingEnd ℂ) (congrFun h i)
  simpa [complexify, conjState, Matrix.mulVec, dotProduct, map_sum, map_mul] using hi

/-- A nonzero eigenvector of a real matrix whose eigenvalue is not real is linearly
independent of its complex conjugate. -/
theorem conjState_independent {U : Matrix ι ι ℝ} {v : ι → ℂ} {w : ℂ} (hv : v ≠ 0)
    (hU : complexify U *ᵥ v = w • v) (hw : w.im ≠ 0) :
    LinearIndependent ℂ ![v, conjState v] := by
  have hU' := conjState_eigen hU
  have hne : w ≠ conj w := fun h => hw (Complex.conj_eq_iff_im.mp h.symm)
  have hv' : conjState v ≠ 0 := by
    intro h
    apply hv
    funext i
    have hi := congrFun h i
    simpa [conjState] using hi
  refine LinearIndependent.pair_iff.mpr fun s t hst => ?_
  -- apply the symmetry operation to the vanishing combination
  have h2 : s • (w • v) + t • (conj w • conjState v) = 0 := by
    rw [← hU, ← hU', ← Matrix.mulVec_smul, ← Matrix.mulVec_smul, ← Matrix.mulVec_add,
      hst, Matrix.mulVec_zero]
  -- eliminate the conjugate state
  have h3 : (s * (w - conj w)) • v = 0 := by
    calc (s * (w - conj w)) • v
        = (s • (w • v) + t • (conj w • conjState v))
          - conj w • (s • v + t • conjState v) := by module
      _ = 0 := by rw [h2, hst, smul_zero, sub_zero]
  have hs : s = 0 :=
    (mul_eq_zero.mp ((smul_eq_zero.mp h3).resolve_right hv)).resolve_right
      (sub_ne_zero.mpr hne)
  rw [hs, zero_smul, zero_add] at hst
  exact ⟨hs, (smul_eq_zero.mp hst).resolve_right hv'⟩

/-- Let a nonzero state have real energy `E` under a real Hamiltonian and a non-real
eigenvalue `w` under a real symmetry matrix. Its conjugate has the same energy, the
symmetry eigenvalue `conj w`, and is linearly independent of it. -/
theorem conjugate_partner {H U : Matrix ι ι ℝ} {v : ι → ℂ} {E : ℝ} {w : ℂ} (hv : v ≠ 0)
    (hH : complexify H *ᵥ v = (E : ℂ) • v) (hU : complexify U *ᵥ v = w • v)
    (hw : w.im ≠ 0) :
    complexify H *ᵥ conjState v = (E : ℂ) • conjState v ∧
    complexify U *ᵥ conjState v = conj w • conjState v ∧
    LinearIndependent ℂ ![v, conjState v] := by
  have h := conjState_eigen hH
  rw [Complex.conj_ofReal] at h
  exact ⟨h, conjState_eigen hU, conjState_independent hv hU hw⟩

/-- If a nonzero state has real energy `E` under a real Hamiltonian and a non-real eigenvalue under
a real symmetry matrix, the energy level `E` is at least twofold degenerate. -/
theorem two_le_degeneracy {H U : Matrix ι ι ℝ} {v : ι → ℂ} {E : ℝ} {w : ℂ} (hv : v ≠ 0)
    (hH : complexify H *ᵥ v = (E : ℂ) • v) (hU : complexify U *ᵥ v = w • v)
    (hw : w.im ≠ 0) :
    2 ≤ Module.finrank ℂ (Module.End.eigenspace (complexify H).mulVecLin (E : ℂ)) := by
  obtain ⟨hH', -, hli⟩ := conjugate_partner hv hH hU hw
  let a : Module.End.eigenspace (complexify H).mulVecLin (E : ℂ) :=
    ⟨v, Module.End.mem_eigenspace_iff.mpr hH⟩
  let b : Module.End.eigenspace (complexify H).mulVecLin (E : ℂ) :=
    ⟨conjState v, Module.End.mem_eigenspace_iff.mpr hH'⟩
  have hab : LinearIndependent ℂ ![a, b] :=
    LinearIndependent.pair_iff.mpr fun s t h =>
      LinearIndependent.pair_iff.mp hli s t (congrArg Subtype.val h)
  simpa using hab.fintype_card_le_finrank

/-- A real matrix with complex eigenvalue `w` mixes the real and imaginary parts of the
eigenvector through the real and imaginary parts of `w`. -/
theorem real_parts_mix {A : Matrix ι ι ℝ} {v : ι → ℂ} {w : ℂ}
    (h : complexify A *ᵥ v = w • v) :
    A *ᵥ rePart v = w.re • rePart v - w.im • imPart v ∧
    A *ᵥ imPart v = w.im • rePart v + w.re • imPart v := by
  constructor <;> ext i
  · have hi := congrArg Complex.re (congrFun h i)
    simp [complexify, Matrix.mulVec, dotProduct, rePart, imPart] at hi ⊢
    linarith
  · have hi := congrArg Complex.im (congrFun h i)
    simp [complexify, Matrix.mulVec, dotProduct, rePart, imPart] at hi ⊢
    linarith

/-- Let a nonzero state have real energy `E` under a real Hamiltonian and a non-real eigenvalue
under a real symmetry matrix. Then its real and imaginary parts are two linearly independent real
states of energy `E`. -/
theorem real_partners {H U : Matrix ι ι ℝ} {v : ι → ℂ} {E : ℝ} {w : ℂ} (hv : v ≠ 0)
    (hH : complexify H *ᵥ v = (E : ℂ) • v) (hU : complexify U *ᵥ v = w • v)
    (hw : w.im ≠ 0) :
    H *ᵥ rePart v = E • rePart v ∧ H *ᵥ imPart v = E • imPart v ∧
    LinearIndependent ℝ ![rePart v, imPart v] := by
  obtain ⟨h1, h2⟩ := real_parts_mix hH
  rw [Complex.ofReal_re, Complex.ofReal_im, zero_smul] at h1 h2
  rw [sub_zero] at h1
  rw [zero_add] at h2
  refine ⟨h1, h2, LinearIndependent.pair_iff.mpr fun s t h => ?_⟩
  -- a real relation between the parts is a complex relation between v and its conjugate
  have hc : ((s : ℂ) - t * Complex.I) • v + ((s : ℂ) + t * Complex.I) • conjState v = 0 := by
    ext i
    have hi : s * (v i).re + t * (v i).im = 0 := congrFun h i
    apply Complex.ext <;> simp [conjState] <;> linarith
  have h0 := (LinearIndependent.pair_iff.mp (conjState_independent hv hU hw) _ _ hc).1
  exact ⟨by simpa using congrArg Complex.re h0, by simpa using congrArg Complex.im h0⟩

/-- Let the real symmetry matrix satisfy `U ^ n = 1` with `n ≠ 0`. A nonzero state of real energy
`E` under a real Hamiltonian, whose eigenvalue under `U` is neither `1` nor `-1`, belongs to a level
that is at least twofold degenerate. -/
theorem cyclic_degeneracy [DecidableEq ι] {H U : Matrix ι ι ℝ} {v : ι → ℂ} {E : ℝ} {w : ℂ}
    {n : ℕ} (hn : n ≠ 0) (hUn : U ^ n = 1) (hv : v ≠ 0)
    (hH : complexify H *ᵥ v = (E : ℂ) • v) (hU : complexify U *ᵥ v = w • v)
    (h1 : w ≠ 1) (h2 : w ≠ -1) :
    2 ≤ Module.finrank ℂ (Module.End.eigenspace (complexify H).mulVecLin (E : ℂ)) := by
  have hone : complexify (1 : Matrix ι ι ℝ) = 1 := by simp [complexify]
  have hmul : ∀ A B : Matrix ι ι ℝ, complexify (A * B) = complexify A * complexify B :=
    fun A B => Matrix.map_mul
  have key : ∀ k : ℕ, complexify (U ^ k) *ᵥ v = w ^ k • v := by
    intro k
    induction k with
    | zero => rw [pow_zero, pow_zero, hone, Matrix.one_mulVec, one_smul]
    | succ k ih =>
      rw [pow_succ U k, hmul, ← Matrix.mulVec_mulVec, hU, Matrix.mulVec_smul, ih,
        smul_smul, pow_succ w k, mul_comm]
  -- the symmetry eigenvalue is an n-th root of unity
  have hwn : w ^ n = 1 := by
    have h := key n
    rw [hUn, hone, Matrix.one_mulVec] at h
    have h0 : (w ^ n - 1) • v = 0 := by rw [sub_smul, one_smul, ← h, sub_self]
    exact sub_eq_zero.mp ((smul_eq_zero.mp h0).resolve_right hv)
  have hnorm : ‖w‖ = 1 :=
    (pow_eq_one_iff_of_nonneg (norm_nonneg w) hn).mp (by rw [← norm_pow, hwn, norm_one])
  refine two_le_degeneracy hv hH hU fun him => ?_
  -- a real number of modulus one is 1 or -1
  have hsq := Complex.sq_norm w
  rw [hnorm, Complex.normSq_apply, him] at hsq
  have hre : w.re * w.re = 1 := by linarith
  rcases mul_self_eq_one_iff.mp hre with h | h
  · exact h1 (Complex.ext (by simpa using h) (by simpa using him))
  · exact h2 (Complex.ext (by simpa using h) (by simpa using him))

/-- The Hückel Hamiltonian of a square ring with site energy `α` and hopping `β`. -/
def squareRing (α β : ℝ) : Matrix (Fin 4) (Fin 4) ℝ :=
  !![α, β, 0, β; β, α, β, 0; 0, β, α, β; β, 0, β, α]

/-- The quarter turn of the square ring, a cyclic shift of its four sites. -/
def quarterTurn : Matrix (Fin 4) (Fin 4) ℝ :=
  !![0, 1, 0, 0; 0, 0, 1, 0; 0, 0, 0, 1; 1, 0, 0, 0]

/-- On the square ring the nonzero state `(1, i, -1, -i)` has energy `α` and eigenvalue `i`
under the quarter turn, whose fourth power is the identity. -/
theorem squareRing_witness (α β : ℝ) :
    (![1, Complex.I, -1, -Complex.I] : Fin 4 → ℂ) ≠ 0 ∧
    complexify (squareRing α β) *ᵥ ![1, Complex.I, -1, -Complex.I]
      = (α : ℂ) • ![1, Complex.I, -1, -Complex.I] ∧
    complexify quarterTurn *ᵥ ![1, Complex.I, -1, -Complex.I]
      = Complex.I • ![1, Complex.I, -1, -Complex.I] ∧
    Complex.I.im ≠ 0 ∧ quarterTurn ^ 4 = 1 := by
  refine ⟨fun h => ?_, ?_, ?_, by simp, ?_⟩
  · have h0 := congrFun h 0
    simp at h0
  · ext i
    fin_cases i <;>
      simp [complexify, squareRing, Matrix.mulVec, dotProduct, Fin.sum_univ_four]
  · ext i
    fin_cases i <;>
      simp [complexify, quarterTurn, Matrix.mulVec, dotProduct, Fin.sum_univ_four]
  · ext i j
    fin_cases i <;> fin_cases j <;>
      simp [quarterTurn, pow_succ, Matrix.mul_apply, Fin.sum_univ_four]

/-- For `β ≠ 0` the uniform state of the square ring has quarter-turn eigenvalue `1` and
energy `α + 2β`, and every state of that energy is a multiple of it. -/
theorem real_species_nondegenerate (α β : ℝ) (hβ : β ≠ 0) :
    complexify quarterTurn *ᵥ (fun _ => 1) = (1 : ℂ) • (fun _ => 1) ∧
    complexify (squareRing α β) *ᵥ (fun _ => 1) = ((α + 2 * β : ℝ) : ℂ) • (fun _ => 1) ∧
    ∀ u : Fin 4 → ℂ, complexify (squareRing α β) *ᵥ u = ((α + 2 * β : ℝ) : ℂ) • u →
      u = u 0 • (fun _ => 1) := by
  refine ⟨?_, ?_, fun u h => ?_⟩
  · ext i
    fin_cases i <;>
      simp [complexify, quarterTurn, Matrix.mulVec, dotProduct, Fin.sum_univ_four]
  · ext i
    fin_cases i <;>
      simp [complexify, squareRing, Matrix.mulVec, dotProduct, Fin.sum_univ_four] <;> ring
  · have hb : (β : ℂ) ≠ 0 := Complex.ofReal_ne_zero.mpr hβ
    have h0 := congrFun h 0
    have h1 := congrFun h 1
    have h2 := congrFun h 2
    have h3 := congrFun h 3
    simp [complexify, squareRing, Matrix.mulVec, dotProduct, Fin.sum_univ_four]
      at h0 h1 h2 h3
    -- the four site equations force equal amplitudes
    have e1 : u 1 = u 0 := mul_left_cancel₀ hb (by linear_combination h0 / 2 - (h1 - h3) / 4)
    have e2 : u 2 = u 0 := mul_left_cancel₀ hb (by linear_combination (h0 - h2) / 2)
    have e3 : u 3 = u 0 := mul_left_cancel₀ hb (by linear_combination h0 / 2 + (h1 - h3) / 4)
    ext i
    fin_cases i <;> simp [e1, e2, e3]

end ConjugateSpecies
```

```lean
#print axioms ConjugateSpecies.conjugate_partner
#print axioms ConjugateSpecies.real_partners
#print axioms ConjugateSpecies.cyclic_degeneracy
#print axioms ConjugateSpecies.real_species_nondegenerate
```

```
'ConjugateSpecies.conjugate_partner' depends on axioms: [propext, Classical.choice, Quot.sound]
'ConjugateSpecies.real_partners' depends on axioms: [propext, Classical.choice, Quot.sound]
'ConjugateSpecies.cyclic_degeneracy' depends on axioms: [propext, Classical.choice, Quot.sound]
'ConjugateSpecies.real_species_nondegenerate' depends on axioms: [propext, Classical.choice, Quot.sound]
```

## From the derivation to the Lean proofs

`conjState_eigen` applies complex conjugation, `starRingEnd ℂ`, to each component of the eigenvalue equation. `simpa` moves it through the sum and the products, where it leaves the real matrix elements unchanged.

`conjState_independent` is the elimination argument. `h2` is the vanishing combination after $U$ has acted, and `h3` is the result of the subtraction, whose vector algebra is checked by `module`. `hs` cancels the nonzero factor $w - \bar w$ and the nonzero vector $v$ to give $s = 0$. The last line obtains $t = 0$.

`conjugate_partner` combines these lemmas, using $\bar E = E$. `two_le_degeneracy` regards $v$ and $\bar v$ as elements `a` and `b` of the eigenspace, carries their independence over, and bounds the dimension from below by the number of independent vectors.

`real_parts_mix` takes the real and imaginary parts of each component equation, and `linarith` rearranges them. In `real_partners`, `hc` turns a real relation between $x$ and $y$ into the complex relation with coefficients $s - it$ and $s + it$. The real and imaginary parts of the vanishing first coefficient then give $s = 0$ and $t = 0$.

In `cyclic_degeneracy`, `key` proves $U^k v = w^k v$ by induction, `hwn` gives $w^n = 1$, and `hnorm` gives $|w| = 1$. The proof then calls `two_le_degeneracy`, which requires a nonzero imaginary part. Assuming that it vanishes forces $w = 1$ or $w = -1$, and both are excluded.

`squareRing_witness` checks the example component by component with `fin_cases`. In `real_species_nondegenerate`, `h0` to `h3` are the four site equations. `e1`, `e2` and `e3` combine them linearly and cancel $\beta$, so that each amplitude equals $u_0$.
